# For a filled band of constant level density and coupling, the variational singlet binding of an infinite-U adsorbate vanishes faster than any power of the hybridisation strength

The variational model below couples a magnetic adsorbate to a flat filled band (constant density of levels and constant coupling). Look for its singlet binding energy $x$, measured from the uncoupled singly occupied adsorbate, as a power series in the hybridisation strength $g$, and every coefficient comes out zero. One would conclude that the adsorbate's spin stays free. Yet $x$ is positive at every $g>0$; as $g\to0$ it behaves as $W\exp(-e/g)$, where $W$ is the width of the filled band and $e$ the depth of the adsorbate level below the Fermi energy. The letter $e$ always has this meaning here; the exponential function is written $\exp$.

## The singlet space and its energy equation

```lean
import Mathlib

open Matrix Filter Topology

namespace AndersonSinglet

noncomputable section

/-- Hamiltonian of an infinite-U adsorbate in the variational singlet space. The state `none` is
the filled sea with empty adsorbate, at energy zero; `some k` has one electron moved from band
depth `ε k` to the adsorbate level at `-e`. The couplings `V k` include the spin factor. -/
def singletHamiltonian {ι : Type*} [DecidableEq ι] (e : ℝ) (ε V : ι → ℝ) :
    Matrix (Option ι) (Option ι) ℝ :=
  Matrix.of fun i j => match i, j with
    | none, none => 0
    | none, some k => V k
    | some k, none => V k
    | some k, some l => if k = l then ε k - e else 0
```

Infinite $U$ forbids double occupation of the adsorbate. The trial space keeps the filled sea with an empty adsorbate, at energy 0, and the singlets in which one electron has moved from band depth $\varepsilon_k$ to the adsorbate, at energy $\varepsilon_k-e$. States with further particle-hole pairs are left out. `Option ι` is the set of band levels `ι` plus one extra element, `none`, for the empty adsorbate.

```lean
/-- The singlet equation for a flat filled band of width `W` and hybridisation strength `g`,
with the adsorbate level at depth `e`; its domain is `x > 0`, `W > 0`. -/
def SingletEquation (e g W x : ℝ) : Prop :=
  e + x = g * ∫ ε in (0 : ℝ)..W, 1 / (x + ε)
```

This is the condition for an energy $-(e+x)$, so $x$ measures binding relative to the uncoupled singly occupied adsorbate. The constant $g$ stands for $V_k^2$ times the density of band levels. With a spin factor $\sqrt2$ in $V_k$, it equals $2\Gamma/\pi$ in terms of the usual half-width $\Gamma$.

```lean
/-- For band depths `ε k ≥ 0` and `x > 0`, the energy `-(e + x)` is an eigenvalue of the singlet
Hamiltonian exactly when `e + x` equals the sum of `V k ^ 2 / (x + ε k)` over the band levels. -/
theorem eigenvalue_iff_secular {ι : Type*} [Fintype ι] [DecidableEq ι] (e : ℝ) (ε V : ι → ℝ)
    (hε : ∀ k, 0 ≤ ε k) {x : ℝ} (hx : 0 < x) :
    (∃ v : Option ι → ℝ, v ≠ 0 ∧ singletHamiltonian e ε V *ᵥ v = (-(e + x)) • v) ↔
      e + x = ∑ k, V k ^ 2 / (x + ε k) := by
  have h0 : ∀ v : Option ι → ℝ,
      (singletHamiltonian e ε V *ᵥ v) none = ∑ k, V k * v (some k) := by
    intro v
    simp [singletHamiltonian, Matrix.mulVec, dotProduct, Fintype.sum_option]
  have h1 : ∀ (v : Option ι → ℝ) (k : ι), (singletHamiltonian e ε V *ᵥ v) (some k) =
      V k * v none + (ε k - e) * v (some k) := by
    intro v k
    simp [singletHamiltonian, Matrix.mulVec, dotProduct, Fintype.sum_option]
  have hp : ∀ k, x + ε k ≠ 0 := fun k => by linarith [hε k, hx] |> ne_of_gt
  have hc : ∀ k, (x + ε k) * (V k / (x + ε k)) = V k := fun k => mul_div_cancel₀ _ (hp k)
  constructor
  · rintro ⟨v, hv, h⟩
    -- eliminate the amplitudes of the singly occupied adsorbate
    have hk : ∀ k, v (some k) = -(V k / (x + ε k)) * v none := by
      intro k
      have h2 := congrFun h (some k)
      rw [h1] at h2
      simp only [Pi.smul_apply, smul_eq_mul] at h2
      apply mul_left_cancel₀ (hp k)
      linear_combination h2 + v none * hc k
    have hz : v none ≠ 0 := by
      intro hz
      apply hv
      funext i
      cases i with
      | none => exact hz
      | some k => simp [hk k, hz]
    have hn := congrFun h none
    rw [h0] at hn
    simp only [Pi.smul_apply, smul_eq_mul, hk] at hn
    have hs : ∑ k, V k * (-(V k / (x + ε k)) * v none) =
        (-(∑ k, V k ^ 2 / (x + ε k))) * v none := by
      rw [← Finset.sum_neg_distrib, Finset.sum_mul]
      exact Finset.sum_congr rfl (fun k _ => by ring)
    rw [hs] at hn
    linarith [mul_right_cancel₀ hz hn]
  · intro h
    refine ⟨fun i => i.elim 1 (fun k => -(V k / (x + ε k))), ?_, ?_⟩
    · intro hv
      have h2 := congrFun hv none
      simp at h2
    · funext i
      cases i with
      | none =>
        rw [h0]
        simp only [Pi.smul_apply, smul_eq_mul, Option.elim_none, Option.elim_some]
        rw [h, mul_one, ← Finset.sum_neg_distrib]
        exact Finset.sum_congr rfl (fun k _ => by ring)
      | some k =>
        rw [h1]
        simp only [Pi.smul_apply, smul_eq_mul, Option.elim_none, Option.elim_some]
        linear_combination -hc k
```

Let $a$ be the amplitude of `none` and $b_k$ that of `some k`. The rows of the eigenvalue equation, whose left-hand sides are computed in `h0` and `h1` in Lean, are

$$\sum_k V_kb_k=-(e+x)a,\qquad V_ka+(\varepsilon_k-e)b_k=-(e+x)b_k.$$

The second gives $b_k=-V_ka/(x+\varepsilon_k)$, with a positive denominator. If $a$ were zero, the whole vector would vanish. Inserting $b_k$ into the first row and dividing by $-a$ gives $e+x=\sum_kV_k^2/(x+\varepsilon_k)$.

Conversely, $a=1$ with these $b_k$ is an eigenvector. Lean leaves it unnormalised; after normalisation the empty adsorbate has weight $1/\bigl(1+\sum_kV_k^2/(x+\varepsilon_k)^2\bigr)$.

The passage from this finite sum to the integral in `SingletEquation` is a modelling step, not a theorem here. It matters: a single discrete level at $\varepsilon_0=0$ with $V_0\neq0$ would give $x\approx V_0^2/e$ at weak coupling, an ordinary power law.

## One positive solution

```lean
/-- For `x, W > 0` the flat-band singlet equation reads `e + x = g ln(1 + W/x)`. -/
theorem singletEquation_iff_log (e g : ℝ) {W x : ℝ} (hW : 0 < W) (hx : 0 < x) :
    SingletEquation e g W x ↔ e + x = g * Real.log (1 + W / x) := by
  have hpos : ∀ t ∈ Set.uIcc 0 W, x + t ≠ 0 := by
    intro t ht
    rw [Set.uIcc_of_le hW.le] at ht
    have := ht.1
    positivity
  have hint : ∫ ε in (0 : ℝ)..W, 1 / (x + ε) = Real.log (x + W) - Real.log (x + 0) := by
    apply intervalIntegral.integral_eq_sub_of_hasDerivAt (f := fun t => Real.log (x + t))
    · intro t ht
      exact ((hasDerivAt_id' t).const_add x).log (hpos t ht)
    · apply ContinuousOn.intervalIntegrable
      exact continuousOn_const.div (by fun_prop) hpos
  have hq : 1 + W / x = (x + W) / x := by field_simp
  rw [SingletEquation, hint, add_zero, hq, Real.log_div (by positivity) hx.ne']
```

The integral is $\ln(x+W)-\ln x=\ln(1+W/x)$. Lean obtains it from the antiderivative $\ln(x+t)$, which is regular on $[0,W]$ because $x>0$.

```lean
/-- For `g, W, x > 0` the singlet equation is equivalent to `x (exp((e + x)/g) - 1) = W`. -/
theorem singletEquation_iff_exp (e : ℝ) {g W x : ℝ} (hg : 0 < g) (hW : 0 < W) (hx : 0 < x) :
    SingletEquation e g W x ↔ x * (Real.exp ((e + x) / g) - 1) = W := by
  rw [singletEquation_iff_log e g hW hx]
  have hc : x * (W / x) = W := by field_simp
  constructor
  · intro h
    have h2 : (e + x) / g = Real.log (1 + W / x) := by
      rw [h, mul_div_cancel_left₀ _ hg.ne']
    rw [h2, Real.exp_log (by positivity)]
    linear_combination hc
  · intro h
    have h2 : 1 + W / x = Real.exp ((e + x) / g) := by
      apply mul_left_cancel₀ hx.ne'
      linear_combination hc - h
    rw [h2, Real.log_exp]
    field_simp
```

Divide by $g$, exponentiate and multiply by $x$:
$$F(x)=x\left(\exp\frac{e+x}{g}-1\right)=W.$$

```lean
/-- For `e, g, W > 0` the singlet equation has exactly one positive solution. -/
theorem existsUnique_binding {e g W : ℝ} (he : 0 < e) (hg : 0 < g) (hW : 0 < W) :
    ∃! x : ℝ, 0 < x ∧ SingletEquation e g W x := by
  have mono : ∀ a b : ℝ, 0 < a → a < b →
      a * (Real.exp ((e + a) / g) - 1) < b * (Real.exp ((e + b) / g) - 1) := by
    intro a b ha hab
    have h1 : Real.exp ((e + a) / g) < Real.exp ((e + b) / g) :=
      Real.exp_lt_exp.2 (div_lt_div_of_pos_right (by linarith) hg)
    have h2 : 1 < Real.exp ((e + a) / g) := Real.one_lt_exp_iff.2 (by positivity)
    exact mul_lt_mul'' hab (by linarith) ha.le (by linarith)
  -- a point where the increasing function has already reached W
  obtain ⟨b, hb, hbW⟩ : ∃ b : ℝ, 0 < b ∧ b * (e / g) = W :=
    ⟨W * g / e, by positivity, by field_simp⟩
  have hle : W ≤ b * (Real.exp ((e + b) / g) - 1) := by
    have h1 := Real.add_one_le_exp ((e + b) / g)
    have h2 : e / g < (e + b) / g := div_lt_div_of_pos_right (by linarith) hg
    calc W = b * (e / g) := hbW.symm
      _ ≤ _ := mul_le_mul_of_nonneg_left (by linarith) hb.le
  have hcont : Continuous fun x : ℝ => x * (Real.exp ((e + x) / g) - 1) := by fun_prop
  obtain ⟨x, hxI, hxW⟩ := intermediate_value_Icc hb.le hcont.continuousOn
    (show W ∈ Set.Icc _ _ from ⟨by simpa using hW.le, hle⟩)
  have hx : 0 < x := by
    rcases hxI.1.eq_or_lt with h | h
    · subst h
      simp at hxW
      linarith
    · exact h
  refine ⟨x, ⟨hx, (singletEquation_iff_exp e hg hW hx).2 hxW⟩, ?_⟩
  rintro y ⟨hy, hyE⟩
  have hyW := (singletEquation_iff_exp e hg hW hy).1 hyE
  have hxW' : x * (Real.exp ((e + x) / g) - 1) = W := hxW
  rcases lt_trichotomy y x with h | h | h
  · linarith [mono y x hy h]
  · exact h
  · linarith [mono x y hx h]
```

`∃!` means "there is exactly one". For $x>0$ both factors of $F$ are positive and increasing, so $F$ is strictly increasing (`mono`). It starts at $F(0)=0$. At $b=Wg/e$, the inequality $\exp(y)-1\ge y$ gives $F(b)\ge b(e+b)/g>W$. The intermediate value theorem supplies a solution, and monotonicity excludes a second.

## Smaller than every power

```lean
/-- For `e, g, W > 0` a positive solution lies strictly below `W / (exp(e/g) - 1)`. -/
theorem binding_lt {e g W x : ℝ} (he : 0 < e) (hg : 0 < g) (hW : 0 < W) (hx : 0 < x)
    (h : SingletEquation e g W x) : x < W / (Real.exp (e / g) - 1) := by
  have h1 := (singletEquation_iff_exp e hg hW hx).1 h
  have h2 : 1 < Real.exp (e / g) := Real.one_lt_exp_iff.2 (by positivity)
  have h3 : Real.exp (e / g) < Real.exp ((e + x) / g) :=
    Real.exp_lt_exp.2 (div_lt_div_of_pos_right (by linarith) hg)
  rw [lt_div_iff₀ (by linarith)]
  nlinarith [mul_lt_mul_of_pos_left h3 hx]
```

Since $x>0$, dropping it from the exponent lowers the left side: $x\,(\exp(e/g)-1)<W$.

```lean
/-- For `e, g, W > 0` and every order `n`, a positive solution divided by `g ^ n` is at most
`g` times a constant that depends only on `e`, `W` and `n`. -/
theorem binding_div_pow_le {e g W x : ℝ} (he : 0 < e) (hg : 0 < g) (hW : 0 < W) (hx : 0 < x)
    (h : SingletEquation e g W x) (n : ℕ) :
    x / g ^ n ≤ W / ((e / 2) ^ (n + 1) / (n.factorial : ℝ)) * g := by
  have hf : (0 : ℝ) < n.factorial := by exact_mod_cast n.factorial_pos
  have hy : 0 < e / 2 / g := by positivity
  have h1 : 1 < Real.exp (e / g) := Real.one_lt_exp_iff.2 (by positivity)
  have h2 := (lt_div_iff₀ (by linarith)).1 (binding_lt he hg hW hx h)
  have hs : Real.exp (e / g) = Real.exp (e / 2 / g) * Real.exp (e / 2 / g) := by
    rw [← Real.exp_add]
    congr 1
    ring
  -- one factor exp(e/2g) beats the power n, the other supplies an extra 1/g
  have h3 := Real.add_one_le_exp (e / 2 / g)
  have h4 := Real.pow_div_factorial_le_exp (e / 2 / g) hy.le n
  have h5 : e / 2 / g * ((e / 2 / g) ^ n / (n.factorial : ℝ)) ≤ Real.exp (e / g) - 1 := by
    calc _ ≤ (Real.exp (e / 2 / g) - 1) * (Real.exp (e / 2 / g) + 1) :=
          mul_le_mul (by linarith) (by linarith) (by positivity) (by linarith)
      _ = _ := by rw [hs]; ring
  have h6 : x / g ^ n * ((e / 2) ^ (n + 1) / (n.factorial : ℝ)) =
      g * (x * (e / 2 / g * ((e / 2 / g) ^ n / (n.factorial : ℝ)))) := by
    rw [div_pow (e / 2) g n, pow_succ]
    field_simp
  rw [div_mul_eq_mul_div, le_div_iff₀ (by positivity), h6, mul_comm W g]
  exact mul_le_mul_of_nonneg_left
    ((mul_le_mul_of_nonneg_left h5 hx.le).trans h2.le) hg.le
```

Set $y=e/(2g)$. Then
$$\exp(e/g)-1=(\exp(y)-1)(\exp(y)+1)\ge y\cdot\frac{y^n}{n!}.$$
With the previous bound, this gives
$$\frac{x}{g^n}\le W\,n!\left(\frac2e\right)^{n+1}g.$$

```lean
/-- For `e, W > 0`, the positive solution `x g` of the singlet equation vanishes faster than
every power `g ^ n` as the hybridisation strength `g` falls to zero. -/
theorem binding_beyond_all_orders {e W : ℝ} (he : 0 < e) (hW : 0 < W) (x : ℝ → ℝ)
    (hx : ∀ g, 0 < g → 0 < x g ∧ SingletEquation e g W (x g)) (n : ℕ) :
    Tendsto (fun g => x g / g ^ n) (𝓝[>] 0) (𝓝 0) := by
  have hc : Continuous fun g : ℝ => W / ((e / 2) ^ (n + 1) / (n.factorial : ℝ)) * g :=
    continuous_const.mul continuous_id
  refine squeeze_zero' ?_ ?_ ((hc.tendsto' 0 0 (mul_zero _)).mono_left nhdsWithin_le_nhds)
  · filter_upwards [self_mem_nhdsWithin] with g hg
    exact div_nonneg (hx g hg).1.le (pow_nonneg (le_of_lt hg) n)
  · filter_upwards [self_mem_nhdsWithin] with g hg
    exact binding_div_pow_le he hg hW (hx g hg).1 (hx g hg).2 n
```

Here `x` is a function of $g$, and `hx` says that its value at each $g>0$ is the positive solution. `𝓝[>] 0` means that $g$ approaches zero from above. The ratio $x(g)/g^n$ is squeezed between 0 and a constant times $g$.

```lean
/-- For `e, W > 0`, the ratio of the positive solution `x g` to `W exp(-e/g)` tends to one as
the hybridisation strength `g` falls to zero. -/
theorem binding_asymptotic {e W : ℝ} (he : 0 < e) (hW : 0 < W) (x : ℝ → ℝ)
    (hx : ∀ g, 0 < g → 0 < x g ∧ SingletEquation e g W (x g)) :
    Tendsto (fun g => x g / (W * Real.exp (-(e / g)))) (𝓝[>] 0) (𝓝 1) := by
  have h0 : Tendsto x (𝓝[>] 0) (𝓝 0) := by
    simpa using binding_beyond_all_orders he hW x hx 0
  have h1 : Tendsto (fun g => x g / g) (𝓝[>] 0) (𝓝 0) := by
    simpa using binding_beyond_all_orders he hW x hx 1
  have hl : Tendsto (fun g => (1 + x g / W) * Real.exp (-(x g / g))) (𝓝[>] 0)
      (𝓝 ((1 + 0 / W) * Real.exp (-0))) :=
    ((h0.div_const W).const_add 1).mul ((Real.continuous_exp.tendsto _).comp h1.neg)
  have hone : (1 + 0 / W) * Real.exp (-0) = 1 := by simp
  rw [hone] at hl
  refine hl.congr' ?_
  filter_upwards [self_mem_nhdsWithin] with g hg
  -- the singlet equation turns the ratio into factors with known limits
  have h := (singletEquation_iff_exp e hg hW (hx g hg).1).1 (hx g hg).2
  rw [add_div, Real.exp_add] at h
  have hE := Real.exp_ne_zero (e / g)
  have hX := Real.exp_ne_zero (x g / g)
  rw [Real.exp_neg, Real.exp_neg]
  generalize Real.exp (e / g) = E at *
  generalize Real.exp (x g / g) = X at *
  field_simp
  linear_combination -h

end

end AndersonSinglet
```

Splitting the exponential in $F(x)=W$ gives
$$\frac{x}{W\exp(-e/g)}=\left(1+\frac xW\right)\exp(-x/g).$$
The previous theorem with $n=0$ and $n=1$ sends $x$ and $x/g$ to zero, so the right side tends to 1. In Lean, `generalize` replaces the exponentials by letters, which leaves an algebraic identity.

## Stronger coupling and discretised bands

The monotonicity argument also shows that $x(g)$ grows with $g$: at fixed $x>0$, raising $g$ lowers $F(x)$, so the solution must move up to reach $W$ again.

In a calculation that replaces the flat band by evenly spaced levels, the exponential sets the resolution. For $e=1$ eV, $W=5$ eV and $g=0.1$ eV, the binding is about $0.23$ meV. A level spacing equal to that energy already takes about 22 000 levels.

```lean
#print axioms AndersonSinglet.eigenvalue_iff_secular
#print axioms AndersonSinglet.existsUnique_binding
#print axioms AndersonSinglet.binding_beyond_all_orders
#print axioms AndersonSinglet.binding_asymptotic
```

```
'AndersonSinglet.eigenvalue_iff_secular' depends on axioms: [propext, Classical.choice, Quot.sound]
'AndersonSinglet.existsUnique_binding' depends on axioms: [propext, Classical.choice, Quot.sound]
'AndersonSinglet.binding_beyond_all_orders' depends on axioms: [propext, Classical.choice, Quot.sound]
'AndersonSinglet.binding_asymptotic' depends on axioms: [propext, Classical.choice, Quot.sound]
```
